# The weighted least-squares correction that restores the Born charge sum rule is unique

## Which correction to the charge tensors costs least?

Computed Born effective charge tensors $Z_k$ that fail to add to zero are repaired at least cost by giving each atom $k$ the correction $-(w_k/W)\,S$. Here $S=\sum_k Z_k$ is the spurious total, the $w_k>0$ are weights I choose, and $W=\sum_k w_k$. By cost I mean $\sum_k \|Y_k\|^2/w_k$ for corrections $Y_k$, with the Frobenius norm. I believe that the minimum is $\|S\|^2/W$ and that no other correction reaches it. I would like to see this stated rigorously, with a derivation I can follow line by line and a proof that a machine has checked. Does it also give the usual subtraction of the mean when all weights are equal, and does it respect crystal symmetry?

## Each atom absorbs its weighted share of the total

Yes to all of it, for any nonempty finite set of atoms and real $d\times d$ tensors; the symmetry statement needs weights that are equal on symmetry-related atoms. The weight $w_k$ expresses how little the computed tensor of atom $k$ is trusted: a large weight makes a change there cheap.

Born charges enter the long-range dipole part of electron-phonon coupling, where a violated sum rule gives a rigid translation a spurious dipole; the result repairs this one linear constraint on finitely many real tensors, with the weights given in advance.

### The sum rule as translation invariance

Let all atoms move by the same vector $u$. To first order the induced dipole, per unit cell in a crystal and at zero macroscopic electric field, divided by the elementary charge, is

$$\sum_k Z_k u = \Big(\sum_k Z_k\Big)u = S u .$$

If $S=0$, this vanishes for every $u$. Conversely, if it vanishes for every $u$, take $u$ to be the unit vector along axis $j$. Then $Su$ is column $j$ of $S$, so every column is zero and $S=0$.

### Completing the square

A correction $Y_k$ is admissible if $\sum_k (Z_k+Y_k)=0$, that is, if $\sum_k Y_k=-S$. The proposed correction is admissible because the fractions $w_k/W$ add to one:

$$\sum_k\Big(-\frac{w_k}{W}S\Big)=-S .$$

Now fix one matrix entry $(i,j)$, and write $y_k=(Y_k)_{ij}$ and $s=S_{ij}$, so that $\sum_k y_k=-s$. The deviation of $y_k$ from its proposed value is $y_k+(w_k/W)s$, and

$$\frac{1}{w_k}\Big(y_k+\frac{w_k}{W}s\Big)^2=\frac{y_k^2}{w_k}+\frac{2s}{W}y_k+\frac{s^2}{W^2}w_k .$$

Summing over $k$ turns the last two terms into $-2s^2/W$ and $s^2/W$. Hence

$$\sum_k\frac{y_k^2}{w_k}=\frac{s^2}{W}+\sum_k\frac{1}{w_k}\Big(y_k+\frac{w_k}{W}s\Big)^2 .$$

The squared Frobenius norm is the sum of the squared entries. Adding the identity over all $i,j$ therefore gives, for every admissible $Y$,

$$\sum_k\frac{\|Y_k\|^2}{w_k}=\frac{\|S\|^2}{W}+\sum_k\frac{1}{w_k}\Big\|Y_k+\frac{w_k}{W}S\Big\|^2 .$$

The first term on the right does not depend on $Y$. The second is zero for the proposed correction. For any other admissible correction at least one entry of one deviation is nonzero, and since all weights are positive the second term is then positive. This gives the minimum value and uniqueness together.

### Equal weights and symmetry

If $w_k=c$ for all $N$ atoms, then $W=Nc$ and the correction is $-S/N$: the mean tensor is subtracted from each atom.

Let a symmetry operation with Cartesian matrix $R$ take atom $k$ to atom $\sigma(k)$, with $Z_{\sigma(k)}=RZ_kR^{\mathsf T}$ and $w_{\sigma(k)}=w_k$. A permutation only reorders the sum, so

$$S=\sum_k Z_{\sigma(k)}=RSR^{\mathsf T}.$$

Therefore

$$Z_{\sigma(k)}-\frac{w_{\sigma(k)}}{W}S=R\Big(Z_k-\frac{w_k}{W}S\Big)R^{\mathsf T},$$

and the corrected tensors transform as the raw ones do.

### Two atoms in two dimensions

Take $Z_1=\mathrm{diag}(2.2,\,1.8)$ and $Z_2=\mathrm{diag}(-1.9,\,-2.4)$, with $w_1=1$ and $w_2=2$. Then $S=\mathrm{diag}(0.3,\,-0.6)$ and $W=3$. The corrections are

$$Y_1=\mathrm{diag}(-0.1,\,0.2),\qquad Y_2=\mathrm{diag}(-0.2,\,0.4),$$

and the corrected tensors are $\mathrm{diag}(2.1,\,2.0)$ and $\mathrm{diag}(-2.1,\,-2.0)$, which add to zero. The cost is $0.05/1+0.20/2=0.15$, in agreement with $\|S\|^2/W=0.45/3$.

Subtracting the mean instead changes both tensors by $\mathrm{diag}(-0.15,\,0.3)$. With the same weights this costs $0.1125+0.05625=0.16875$. The excess of $0.01875$ is the cost of the deviations $\mathrm{diag}(\mp0.05,\,\pm0.1)$, namely $0.0125/1+0.0125/2$.

### The Lean file

```lean
import Mathlib

open Matrix

namespace BornChargeSumRule

noncomputable section

variable {ι n : Type*} [Fintype ι] [Fintype n]

/-- The squared Frobenius norm of a real charge tensor. -/
def frobSq (A : Matrix n n ℝ) : ℝ := ∑ i, ∑ j, A i j ^ 2

/-- The acoustic sum rule: the Born charge tensors of all atoms add to zero. -/
def SumRule (Z : ι → Matrix n n ℝ) : Prop := ∑ k, Z k = 0

/-- The weighted cost of changing the charge tensor of each atom `k` by `Y k`. -/
def cost (w : ι → ℝ) (Y : ι → Matrix n n ℝ) : ℝ := ∑ k, frobSq (Y k) / w k

/-- The correction that distributes the total charge tensor, with opposite sign,
over the atoms in proportion to their weights. -/
def optimalCorrection (w : ι → ℝ) (Z : ι → Matrix n n ℝ) (k : ι) : Matrix n n ℝ :=
  (-(w k / ∑ l, w l)) • ∑ l, Z l

/-- The sum rule holds exactly when every rigid translation `u` of all atoms
induces zero total dipole `∑ k, Z k *ᵥ u`. -/
theorem sumRule_iff_translation (Z : ι → Matrix n n ℝ) :
    SumRule Z ↔ ∀ u : n → ℝ, ∑ k, Z k *ᵥ u = 0 := by
  classical
  constructor
  · intro h u
    have h0 : ∑ k, Z k = 0 := h
    ext i
    simp only [Finset.sum_apply, Matrix.mulVec, dotProduct, Pi.zero_apply]
    rw [Finset.sum_comm]
    apply Finset.sum_eq_zero
    intro j _
    have e := congrArg (fun M : Matrix n n ℝ => M i j) h0
    simp only [Matrix.sum_apply, Matrix.zero_apply] at e
    rw [← Finset.sum_mul, e, zero_mul]
  · intro h
    show ∑ k, Z k = 0
    ext i j
    -- a translation along axis `j` reads off column `j`
    have e := congrFun (h (Pi.single j 1)) i
    simpa [Matrix.sum_apply, Finset.sum_apply] using e

omit [Fintype n] in
/-- For positive weights, adding the weighted correction to the charge tensors restores the sum
rule. -/
theorem optimalCorrection_sumRule [Nonempty ι] (w : ι → ℝ) (hw : ∀ k, 0 < w k)
    (Z : ι → Matrix n n ℝ) : SumRule (fun k => Z k + optimalCorrection w Z k) := by
  have hW : (∑ l, w l) ≠ 0 :=
    (Finset.sum_pos (fun k _ => hw k) Finset.univ_nonempty).ne'
  have hs : ∑ k, (-(w k / ∑ l, w l)) = -1 := by
    rw [Finset.sum_neg_distrib, ← Finset.sum_div, div_self hW]
  simp only [SumRule, optimalCorrection]
  rw [Finset.sum_add_distrib, ← Finset.sum_smul, hs]
  simp

/-- Completing the square, with positive weights, for one tensor component whose corrections add to
`-s`. -/
theorem component_split (w y : ι → ℝ) (hw : ∀ k, 0 < w k) (W s : ℝ) (hW : W ≠ 0)
    (hsum : ∑ k, w k = W) (hy : ∑ k, y k = -s) :
    ∑ k, y k ^ 2 / w k = s ^ 2 / W + ∑ k, (y k + w k / W * s) ^ 2 / w k := by
  have hterm : ∀ k, (y k + w k / W * s) ^ 2 / w k
      = y k ^ 2 / w k + 2 * s / W * y k + s ^ 2 / W ^ 2 * w k := by
    intro k
    have hk := (hw k).ne'
    field_simp
    ring
  have hc : s ^ 2 / W ^ 2 * W = s ^ 2 / W := by field_simp
  simp only [hterm]
  rw [Finset.sum_add_distrib, Finset.sum_add_distrib, ← Finset.mul_sum,
    ← Finset.mul_sum, hy, hsum, hc]
  ring

/-- The cost is the sum over tensor components of the weighted squared corrections. -/
theorem cost_eq_components (w : ι → ℝ) (Y : ι → Matrix n n ℝ) :
    cost w Y = ∑ i, ∑ j, ∑ k, Y k i j ^ 2 / w k := by
  simp only [cost, frobSq, Finset.sum_div]
  rw [Finset.sum_comm]
  exact Finset.sum_congr rfl fun i _ => Finset.sum_comm

/-- For positive weights with sum `W` and charge tensors with total `S`, the cost of any correction
that restores the sum rule is `‖S‖² / W` plus the cost of its deviation from the weighted
correction. -/
theorem cost_pythagoras [Nonempty ι] (w : ι → ℝ) (hw : ∀ k, 0 < w k)
    (Z Y : ι → Matrix n n ℝ) (h : SumRule (fun k => Z k + Y k)) :
    cost w Y = frobSq (∑ k, Z k) / (∑ k, w k)
      + cost w (fun k => Y k - optimalCorrection w Z k) := by
  have hW : (∑ l, w l) ≠ 0 :=
    (Finset.sum_pos (fun k _ => hw k) Finset.univ_nonempty).ne'
  have h0 : ∑ k, (Z k + Y k) = 0 := h
  rw [cost_eq_components, cost_eq_components, frobSq, Finset.sum_div,
    ← Finset.sum_add_distrib]
  refine Finset.sum_congr rfl fun i _ => ?_
  rw [Finset.sum_div, ← Finset.sum_add_distrib]
  refine Finset.sum_congr rfl fun j _ => ?_
  -- the constraint, read in component `(i, j)`
  have hy : ∑ k, Y k i j = -((∑ k, Z k) i j) := by
    have e := congrArg (fun M : Matrix n n ℝ => M i j) h0
    simp only [Matrix.sum_apply, Matrix.add_apply, Finset.sum_add_distrib,
      Matrix.zero_apply] at e
    rw [Matrix.sum_apply]
    linarith
  refine (component_split w (fun k => Y k i j) hw _ _ hW rfl hy).trans ?_
  congr 1
  refine Finset.sum_congr rfl fun k _ => ?_
  have e : (Y k - optimalCorrection w Z k) i j
      = Y k i j + w k / (∑ l, w l) * (∑ l, Z l) i j := by
    simp only [optimalCorrection, Matrix.sub_apply, Matrix.smul_apply, smul_eq_mul]
    ring
  rw [e]

/-- For positive weights, every nonzero change of the charge tensors has strictly positive cost. -/
theorem cost_pos (w : ι → ℝ) (hw : ∀ k, 0 < w k) (X : ι → Matrix n n ℝ)
    (hX : X ≠ 0) : 0 < cost w X := by
  obtain ⟨k, hk⟩ := Function.ne_iff.mp hX
  have hij : ∃ i j, X k i j ≠ 0 := by
    by_contra hc
    push Not at hc
    apply hk
    ext i j
    simpa using hc i j
  obtain ⟨i, j, hij⟩ := hij
  have hnn : ∀ l, 0 ≤ frobSq (X l) := fun l =>
    Finset.sum_nonneg fun a _ => Finset.sum_nonneg fun b _ => sq_nonneg _
  have hpos : 0 < frobSq (X k) :=
    Finset.sum_pos' (fun a _ => Finset.sum_nonneg fun b _ => sq_nonneg _)
      ⟨i, Finset.mem_univ i, Finset.sum_pos' (fun b _ => sq_nonneg _)
        ⟨j, Finset.mem_univ j, by positivity⟩⟩
  exact Finset.sum_pos' (fun l _ => div_nonneg (hnn l) (hw l).le)
    ⟨k, Finset.mem_univ k, div_pos hpos (hw k)⟩

/-- For positive weights with sum `W` and charge tensors with total `S`, the weighted correction
restores the sum rule at cost `‖S‖² / W`, and every other correction that restores it costs strictly
more. -/
theorem optimalCorrection_unique_minimizer [Nonempty ι] (w : ι → ℝ)
    (hw : ∀ k, 0 < w k) (Z : ι → Matrix n n ℝ) :
    SumRule (fun k => Z k + optimalCorrection w Z k) ∧
    cost w (optimalCorrection w Z) = frobSq (∑ k, Z k) / (∑ k, w k) ∧
    ∀ Y : ι → Matrix n n ℝ, SumRule (fun k => Z k + Y k) →
      Y ≠ optimalCorrection w Z → cost w (optimalCorrection w Z) < cost w Y := by
  have hrule := optimalCorrection_sumRule w hw Z
  have hval : cost w (optimalCorrection w Z) = frobSq (∑ k, Z k) / (∑ k, w k) := by
    have e := cost_pythagoras w hw Z (optimalCorrection w Z) hrule
    have hz : cost w (fun k => optimalCorrection w Z k - optimalCorrection w Z k) = 0 := by
      simp [cost, frobSq]
    rw [hz, add_zero] at e
    exact e
  refine ⟨hrule, hval, fun Y hY hne => ?_⟩
  -- the deviation from the optimum carries a strictly positive extra cost
  have hdev : (fun k => Y k - optimalCorrection w Z k) ≠ 0 := by
    intro h0
    apply hne
    funext k
    exact sub_eq_zero.mp (congrFun h0 k)
  have hp := cost_pos w hw _ hdev
  have e := cost_pythagoras w hw Z Y hY
  linarith

omit [Fintype n] in
/-- For equal positive weights the correction subtracts the mean charge tensor from each atom. -/
theorem optimalCorrection_equal_weights (c : ℝ) (hc : 0 < c) (Z : ι → Matrix n n ℝ)
    (k : ι) : optimalCorrection (fun _ => c) Z k
      = (-(1 / (Fintype.card ι : ℝ))) • ∑ l, Z l := by
  have : Nonempty ι := ⟨k⟩
  have hN : (Fintype.card ι : ℝ) ≠ 0 := Nat.cast_ne_zero.mpr Fintype.card_ne_zero
  have hc' := hc.ne'
  have e : c / ∑ _l : ι, c = 1 / (Fintype.card ι : ℝ) := by
    rw [Finset.sum_const, Finset.card_univ, nsmul_eq_mul]
    field_simp
  simp only [optimalCorrection, e]

/-- If an operation `R` permutes the atoms by `σ`, preserves the weights and maps the
charge tensors onto each other, it also maps the corrected tensors onto each other. -/
theorem corrected_respects_symmetry (w : ι → ℝ) (Z : ι → Matrix n n ℝ)
    (σ : Equiv.Perm ι) (R : Matrix n n ℝ) (hw : ∀ k, w (σ k) = w k)
    (hZ : ∀ k, Z (σ k) = R * Z k * Rᵀ) (k : ι) :
    Z (σ k) + optimalCorrection w Z (σ k)
      = R * (Z k + optimalCorrection w Z k) * Rᵀ := by
  -- the total charge tensor is invariant under the operation
  have hS : ∑ l, Z l = R * (∑ l, Z l) * Rᵀ := by
    calc ∑ l, Z l = ∑ l, Z (σ l) := (Equiv.sum_comp σ Z).symm
      _ = ∑ l, R * Z l * Rᵀ := Finset.sum_congr rfl fun l _ => hZ l
      _ = R * (∑ l, Z l) * Rᵀ := by rw [Finset.mul_sum, Finset.sum_mul]
  simp only [optimalCorrection]
  rw [hZ, hw, Matrix.mul_add, Matrix.add_mul, Matrix.mul_smul, Matrix.smul_mul, ← hS]

end

end BornChargeSumRule
```

```lean
#print axioms BornChargeSumRule.sumRule_iff_translation
#print axioms BornChargeSumRule.optimalCorrection_unique_minimizer
#print axioms BornChargeSumRule.optimalCorrection_equal_weights
#print axioms BornChargeSumRule.corrected_respects_symmetry
```

```
'BornChargeSumRule.sumRule_iff_translation' depends on axioms: [propext, Classical.choice, Quot.sound]
'BornChargeSumRule.optimalCorrection_unique_minimizer' depends on axioms: [propext, Classical.choice, Quot.sound]
'BornChargeSumRule.optimalCorrection_equal_weights' depends on axioms: [propext, Classical.choice, Quot.sound]
'BornChargeSumRule.corrected_respects_symmetry' depends on axioms: [propext, Classical.choice, Quot.sound]
```

### What the Lean statements say

The finite type `ι` labels the atoms, and the finite type `n` labels the Cartesian directions, so $d$ is the number of elements of `n`. A family of charge tensors is a function `Z : ι → Matrix n n ℝ`. Since the dipole is written `Z k *ᵥ u`, the row index is the direction of the dipole and the column index is the direction of the displacement.

- `frobSq A` is $\|A\|^2$, written out as the sum of squared entries.
- `SumRule Z` says that the tensors add to the zero matrix.
- `cost w Y` is $\sum_k\|Y_k\|^2/w_k$.
- `optimalCorrection w Z k` is $-(w_k/W)S$.

The main theorem, `optimalCorrection_unique_minimizer`, assumes at least one atom (`Nonempty ι`) and positive weights (`hw`). Its conclusion has three parts: the proposed correction restores the sum rule, its cost is $\|S\|^2/W$, and every different correction that restores the rule costs strictly more. With a single atom the only admissible correction is $-Z_1$, and the third part has nothing to compare.

`sumRule_iff_translation` is the equivalence with a vanishing dipole under every rigid translation. `optimalCorrection_equal_weights` is the mean-subtraction formula. `corrected_respects_symmetry` takes the permutation `σ`, the matrix `R` and the two transformation laws as hypotheses. It does not require `R` to be orthogonal, although a Cartesian symmetry operation is.

The sum rule enters as a constraint and is not derived from an electronic-structure theory. Its target value of zero is the one for a neutral insulator. The theorems do not say where the numerical violation comes from or how the weights should be chosen. If the converged tensors obey the sum rule, `cost_pythagoras`, applied to their differences from the computed ones, shows that the correction lowers the total weighted squared distance to them by $\|S\|^2/W$. The tensor of an individual atom can still move away from its converged value. The acoustic sum rule for the force constants is a separate condition and is not treated.

### How the proof follows the algebra

**Translation.** In `sumRule_iff_translation`, the forward direction exchanges the sums over atoms and directions with `Finset.sum_comm` and factors out the displacement, which leaves an entry of $S$ that is zero. The backward direction inserts `Pi.single j 1`, the unit displacement along axis `j`, and reads off a column.

**Admissibility.** `optimalCorrection_sumRule` first shows that $W\neq0$, as a sum of positive numbers over a nonempty set. The step `hs` then adds the coefficients $-w_k/W$ to $-1$, so the corrections add to $-S$.

**One entry.** `component_split` is the completed square. Its step `hterm` expands the square for a single atom, with `field_simp` clearing the denominators and `ring` checking the polynomial identity. The remaining rewrites sum the three terms over the atoms and insert $\sum_k y_k=-s$ and $\sum_k w_k=W$.

**All entries.** `cost_eq_components` reorders the cost so that the sum over atoms is innermost. `cost_pythagoras` can then compare the two sides entry by entry: `hy` extracts the constraint for entry $(i,j)$, `component_split` is applied to it, and the last step identifies $y_k+(w_k/W)s$ with the corresponding entry of `Y k - optimalCorrection w Z k`.

**Strict positivity.** `cost_pos` takes a family that is not identically zero and finds an atom and an entry where it is nonzero. That entry makes one term of the cost positive, while all the others are nonnegative.

**Minimum and uniqueness.** The main theorem uses the Pythagorean identity twice. Applied to the proposed correction itself, it has zero deviation and gives the value $\|S\|^2/W$. Applied to a different admissible `Y`, it has a nonzero deviation (`hdev`), whose cost is positive by `cost_pos`; `linarith` combines these facts into the strict inequality.

**Special weights and symmetry.** For equal weights, the proof evaluates the constant sum as the number of atoms times `c` and cancels `c`. In the symmetry theorem, the step `hS` proves $S=RSR^{\mathsf T}$ by reindexing the sum with `Equiv.sum_comp`. Distributing `R` and its transpose over the corrected tensor then gives the transformation law.
